# Coulomb-metric density fitting cannot enlarge the magnitude of the direct RPA integrand

The orbitals and orbital energies are held fixed here; only the Coulomb integrals in the integrand are fitted. A density fit is specified by its normal equations, not by a formula containing the inverse of the auxiliary Coulomb matrix. Any solution of those equations counts as a fit, so linearly dependent auxiliary functions are allowed. Defining the coefficients through the inverse would fix them uniquely, but would need the extra hypothesis that the auxiliary Coulomb matrix is nonsingular.

All matrices are real and finite. The types `k`, `p` and `a` index expansion functions, orbital-pair densities and auxiliary functions; `n` indexes a general square matrix, whose dimension is written \(n\) in the formulas.

```lean
import Mathlib

open Matrix

namespace FittedRPAIntegrand

noncomputable section

variable {n k p a : Type*} [Fintype n] [DecidableEq n] [Fintype k] [Fintype p]
  [DecidableEq p] [Fintype a]
```

At imaginary frequency \(i\omega\), the direct RPA integrand is \(\ln\det(1+G)-\operatorname{tr}G\), up to the prefactor of the frequency integral. Here \(G\) is the matrix of Coulomb integrals between occupied–virtual pair densities, each scaled by a real amplitude \(w_p\). For real spin orbitals, \(w_p^2=2\Delta_p/(\Delta_p^2+\omega^2)\), with \(\Delta_p>0\) the orbital energy gap of pair \(p\). The quantity to be compared is minus the integrand,
\[
c(G)=\operatorname{tr}G-\ln\det(1+G).
\]

```lean
/-- Minus the direct RPA integrand at one frequency, `tr G - ln det (1 + G)`. -/
def correlationMagnitude (G : Matrix n n ℝ) : ℝ :=
  G.trace - Real.log (1 + G).det
```

The expansion functions are any finite set whose span contains both the pair densities and the auxiliary functions; all of these taken together will do. Let \(V\) be their Coulomb matrix, and let the columns of \(C\) hold the expansion coefficients of the pair densities. Their mutual repulsion is \(C^TVC\).

```lean
/-- Coulomb integrals between the densities whose expansion coefficients are the columns
of `C`, where `V` is the Coulomb matrix of the expansion functions. -/
def repulsion (V : Matrix k k ℝ) (C : Matrix k p ℝ) : Matrix p p ℝ :=
  Cᵀ * V * C
```

The columns of \(F\) hold the auxiliary functions, and \(X\) the fit coefficients, so the fitted densities are \(FX\). Making the Coulomb self-repulsion of each residual density stationary gives
\[
F^TVFX=F^TVC .
\]

```lean
/-- The normal equations of density fitting in the Coulomb metric: `X` holds the coefficients
that fit the densities `C` by the auxiliary functions `F`. -/
def IsCoulombFit (V : Matrix k k ℝ) (C : Matrix k p ℝ) (F : Matrix k a ℝ)
    (X : Matrix a p ℝ) : Prop :=
  Fᵀ * V * F * X = Fᵀ * V * C
```

## Traces and determinants of positive matrices

In Lean, `PosSemidef` includes symmetry, and `ᴴ` is the transpose for real matrices. Diagonalise \(A=U\operatorname{diag}(\lambda)U^T\) with \(\lambda_i\ge0\), and set \(L=\operatorname{diag}(\sqrt{\lambda})U^T\). Then \(A=L^TL\).

```lean
/-- A positive semidefinite real matrix has a square factorisation `Lᴴ L`. -/
theorem exists_factor {A : Matrix n n ℝ} (hA : A.PosSemidef) :
    ∃ L : Matrix n n ℝ, A = Lᴴ * L := by
  have h := hA.isHermitian.spectral_theorem
  rw [Unitary.conjStarAlgAut_apply] at h
  let U : Matrix n n ℝ := hA.isHermitian.eigenvectorUnitary
  let S : Matrix n n ℝ := diagonal fun i => √(hA.isHermitian.eigenvalues i)
  have hS : S * S = diagonal hA.isHermitian.eigenvalues := by
    simp only [S, diagonal_mul_diagonal]
    congr 1
    funext i
    exact Real.mul_self_sqrt (hA.eigenvalues_nonneg i)
  have hSt : Sᴴ = S := by
    simp [S, conjTranspose_eq_transpose_of_trivial]
  refine ⟨S * Uᴴ, ?_⟩
  have h' : A = U * diagonal hA.isHermitian.eigenvalues * Uᴴ := h
  rw [conjTranspose_mul, conjTranspose_conjTranspose, hSt]
  calc A = U * (S * S) * Uᴴ := by rw [hS]; exact h'
    _ = U * S * (S * Uᴴ) := by simp only [Matrix.mul_assoc]
```

If \(B\) is also positive semidefinite, so is \(LBL^T\), and cycling the trace gives
\[
\operatorname{tr}(AB)=\operatorname{tr}(LBL^T)\ge0 .
\]

```lean
/-- The trace of a product of two positive semidefinite matrices is nonnegative. -/
theorem trace_mul_nonneg {A B : Matrix n n ℝ} (hA : A.PosSemidef) (hB : B.PosSemidef) :
    0 ≤ (A * B).trace := by
  obtain ⟨L, hL⟩ := exists_factor hA
  have h := (hB.mul_mul_conjTranspose_same L).trace_nonneg
  rwa [trace_mul_comm, ← Matrix.mul_assoc, ← hL] at h
```

Let \(P\) be an \(n\times n\) nonsingular positive semidefinite matrix with eigenvalues \(\lambda_i>0\). Summing \(\ln\lambda_i\le\lambda_i-1\) gives
\[
\ln\det P\le\operatorname{tr}P-n .
\]
Equality forces every \(\lambda_i=1\), hence \(P=1\).

```lean
/-- For a nonsingular positive semidefinite matrix, `ln det P` is at most `tr P` minus the
dimension, and equality forces `P = 1`. -/
theorem log_det_le {P : Matrix n n ℝ} (hP : P.PosSemidef) (hd : P.det ≠ 0) :
    Real.log P.det ≤ P.trace - Fintype.card n ∧
      (Real.log P.det = P.trace - Fintype.card n → P = 1) := by
  have hdet : P.det = ∏ i, hP.isHermitian.eigenvalues i := by
    simpa using hP.isHermitian.det_eq_prod_eigenvalues
  have htr : P.trace = ∑ i, hP.isHermitian.eigenvalues i := by
    simpa using hP.isHermitian.trace_eq_sum_eigenvalues
  have hpos : ∀ i, 0 < hP.isHermitian.eigenvalues i := fun i => by
    rw [hdet] at hd
    exact lt_of_le_of_ne (hP.eigenvalues_nonneg i)
      (Ne.symm (Finset.prod_ne_zero_iff.mp hd i (Finset.mem_univ i)))
  have hlog : Real.log P.det = ∑ i, Real.log (hP.isHermitian.eigenvalues i) := by
    rw [hdet]
    apply Real.log_prod
    intro i _
    exact (hpos i).ne'
  have hsum : P.trace - Fintype.card n = ∑ i, (hP.isHermitian.eigenvalues i - 1) := by
    rw [htr]
    simp [Finset.sum_sub_distrib]
  have hle : ∀ i ∈ Finset.univ, Real.log (hP.isHermitian.eigenvalues i) ≤
      hP.isHermitian.eigenvalues i - 1 := fun i _ => Real.log_le_sub_one_of_pos (hpos i)
  rw [hlog, hsum]
  refine ⟨Finset.sum_le_sum hle, fun heq => ?_⟩
  -- equality of the sums forces equality for each eigenvalue
  have hone : hP.isHermitian.eigenvalues = fun _ => 1 := by
    funext i
    by_contra hi
    exact (Real.log_lt_sub_one_of_pos (hpos i) hi).ne
      ((Finset.sum_eq_sum_iff_of_le hle).mp heq i (Finset.mem_univ i))
  obtain h := hP.isHermitian.spectral_theorem
  have hdiag : diagonal (RCLike.ofReal ∘ hP.isHermitian.eigenvalues) =
      (1 : Matrix n n ℝ) := by
    rw [hone, ← diagonal_one]
    congr 1
  rw [hdiag, map_one] at h
  exact h
```

For positive semidefinite \(A\),
\[
1-(1+A)^{-1}=(1+A)^{-1}A=(1+A)^{-1}(A+A^2)(1+A)^{-1},
\]
which is positive semidefinite because \(A+A^2\) is.

```lean
/-- For positive semidefinite `A`, the matrix `1 - (1 + A)⁻¹` is positive semidefinite. -/
theorem screening_posSemidef {A : Matrix n n ℝ} (hA : A.PosSemidef) :
    (1 - (1 + A)⁻¹).PosSemidef := by
  have hM : (1 + A).PosDef := PosDef.one.add_posSemidef hA
  have hu : IsUnit (1 + A).det := hM.det_pos.ne'.isUnit
  have h1 := nonsing_inv_mul (1 + A) hu
  rw [mul_add, mul_one] at h1
  have h2 : 1 - (1 + A)⁻¹ = (1 + A)⁻¹ * A :=
    sub_eq_of_eq_add (h1.symm.trans (add_comm _ _))
  have h3 : (1 + A)⁻¹ * (A + Aᴴ * A) * ((1 + A)⁻¹)ᴴ = (1 + A)⁻¹ * A := by
    rw [hM.inv.isHermitian.eq, hA.isHermitian.eq,
      show A + A * A = A * (1 + A) by noncomm_ring, mul_assoc, mul_assoc,
      mul_nonsing_inv _ hu, mul_one]
  rw [h2, ← h3]
  exact (hA.add (posSemidef_conjTranspose_mul_self A)).mul_mul_conjTranspose_same _
```

## Comparing two integrands

Let \(G'\) and \(D=G-G'\) be positive semidefinite, and write \(M=1+G'\). The determinant bound applied to \(M\) gives \(\ln\det M\le\operatorname{tr}G'\), so \(c(G')\ge0\).

Now factor \(M^{-1}=L^TL\) and take \(P=L(1+G)L^T\). Since \(1+G=M+D\),
\[
\det P=\frac{\det(1+G)}{\det(1+G')},\qquad
\operatorname{tr}P=n+\operatorname{tr}(M^{-1}D).
\]
The determinant bound for \(P\), followed by \(\operatorname{tr}[(1-M^{-1})D]\ge0\), yields
\[
\ln\det(1+G)-\ln\det(1+G')\le\operatorname{tr}(M^{-1}D)\le\operatorname{tr}G-\operatorname{tr}G' .
\]
Rearranged, this is \(c(G')\le c(G)\). If the two are equal, both inequalities are equalities, so \(P=1\). Then \((1+G)M^{-1}=1\), and \(G=G'\). The calls to `linarith` combine these scalar inequalities.

```lean
/-- If `G'` and `G - G'` are positive semidefinite, the correlation magnitude of `G'` is
nonnegative and at most that of `G`, and the two agree exactly when `G' = G`. -/
theorem correlationMagnitude_le {G' G : Matrix n n ℝ} (hG' : G'.PosSemidef)
    (hD : (G - G').PosSemidef) :
    0 ≤ correlationMagnitude G' ∧ correlationMagnitude G' ≤ correlationMagnitude G ∧
      (correlationMagnitude G' = correlationMagnitude G ↔ G' = G) := by
  have hM : (1 + G').PosDef := PosDef.one.add_posSemidef hG'
  have hsplit : 1 + G = (1 + G') + (G - G') := by abel
  have hN : (1 + G).PosDef := by
    rw [hsplit]
    exact hM.add_posSemidef hD
  have hM0 := hM.det_pos.ne'
  have hN0 := hN.det_pos.ne'
  have hinv := nonsing_inv_mul (1 + G') hM0.isUnit
  obtain ⟨L, hL⟩ := exists_factor hM.inv.posSemidef
  -- compare the two determinants through P = L (1 + G) Lᴴ
  have hdet : (L * (1 + G) * Lᴴ).det = (1 + G).det / (1 + G').det := by
    have h1 : (Lᴴ * L).det * (1 + G').det = 1 := by
      rw [← hL, ← det_mul, hinv, det_one]
    rw [det_mul] at h1
    rw [eq_div_iff hM0, det_mul, det_mul]
    linear_combination (1 + G).det * h1
  have htr : (L * (1 + G) * Lᴴ).trace =
      Fintype.card n + ((1 + G')⁻¹ * (G - G')).trace := by
    rw [trace_mul_comm, ← Matrix.mul_assoc, ← hL, hsplit, mul_add, hinv, trace_add,
      trace_one]
  -- screening can only reduce the trace of the difference
  have hloss := trace_mul_nonneg (screening_posSemidef hG') hD
  rw [sub_mul, one_mul, trace_sub, trace_sub] at hloss
  obtain ⟨h1, h2⟩ := log_det_le (hN.posSemidef.mul_mul_conjTranspose_same L)
    (by rw [hdet]; exact div_ne_zero hN0 hM0)
  rw [hdet, Real.log_div hN0 hM0, htr] at h1 h2
  have h0 := (log_det_le hM.posSemidef hM0).1
  rw [trace_add, trace_one] at h0
  unfold correlationMagnitude
  refine ⟨by linarith, by linarith, fun heq => ?_, fun h => by rw [h]⟩
  have hP := h2 (by linarith)
  rw [mul_assoc] at hP
  have hQ := mul_eq_one_comm.mp hP
  rw [mul_assoc, ← hL] at hQ
  have hfin : 1 + G = 1 + G' := by
    calc 1 + G = (1 + G) * ((1 + G')⁻¹ * (1 + G')) := by rw [hinv, mul_one]
      _ = 1 + G' := by rw [← mul_assoc, hQ, one_mul]
  exact (add_left_cancel hfin).symm
```

## The sign of the fitting error

Let \(R=C-FX\) be the residual densities. The normal equations say \(F^TVR=0\), so \((FX)^TVC=(FX)^TV(FX)\). With \(V\) symmetric, the transposed identity holds too, and expanding \(R^TVR\) leaves
\[
C^TVC-(FX)^TV(FX)=R^TVR .
\]

```lean
omit [Fintype p] [DecidableEq p] in
/-- The error of the fitted Coulomb integrals is the matrix of Coulomb integrals between the
residual densities. -/
theorem fitting_error {V : Matrix k k ℝ} {C : Matrix k p ℝ} {F : Matrix k a ℝ}
    {X : Matrix a p ℝ} (hV : Vᵀ = V) (h : IsCoulombFit V C F X) :
    repulsion V C - repulsion V (F * X) = repulsion V (C - F * X) := by
  have h' : Fᵀ * V * F * X = Fᵀ * V * C := h
  have h1 : (F * X)ᵀ * V * C = (F * X)ᵀ * V * (F * X) := by
    rw [transpose_mul]
    calc Xᵀ * Fᵀ * V * C = Xᵀ * (Fᵀ * V * C) := by simp only [Matrix.mul_assoc]
      _ = Xᵀ * (Fᵀ * V * F * X) := by rw [h']
      _ = Xᵀ * Fᵀ * V * (F * X) := by simp only [Matrix.mul_assoc]
  have h2 : Cᵀ * V * (F * X) = (F * X)ᵀ * V * (F * X) := by
    have ht := congrArg transpose h1
    simpa only [transpose_mul, transpose_transpose, hV, Matrix.mul_assoc] using ht
  unfold repulsion
  rw [transpose_sub, Matrix.sub_mul, Matrix.sub_mul, Matrix.mul_sub, Matrix.mul_sub, h1, h2]
  abel
```

The hypothesis that \(V\) is positive semidefinite expresses that no charge density has negative Coulomb self-repulsion. It makes both the fitted integrals and their error positive semidefinite.

Multiplying the normal equations on the right by \(\operatorname{diag}(w)\) shows that \(X\operatorname{diag}(w)\) fits \(C\operatorname{diag}(w)\). The comparison therefore applies for every real `w`, used identically on both sides. For fixed real orbitals and orbital energies in a finite basis, fitting thus leaves the direct RPA integrand nonpositive and never makes it more negative, at any imaginary frequency. The frequency integral itself is not formalised.

```lean
/-- Coulomb-metric density fitting never enlarges the direct RPA correlation magnitude,
whatever real amplitudes `w` scale the pair densities. -/
theorem fitted_correlationMagnitude_le {V : Matrix k k ℝ} {C : Matrix k p ℝ}
    {F : Matrix k a ℝ} {X : Matrix a p ℝ} (hV : V.PosSemidef)
    (h : IsCoulombFit V C F X) (w : p → ℝ) :
    0 ≤ correlationMagnitude (repulsion V (F * X * diagonal w)) ∧
      correlationMagnitude (repulsion V (F * X * diagonal w)) ≤
        correlationMagnitude (repulsion V (C * diagonal w)) := by
  have hpsd : ∀ Y : Matrix k p ℝ, (repulsion V Y).PosSemidef := fun Y => by
    simpa only [repulsion, conjTranspose_eq_transpose_of_trivial] using
      hV.conjTranspose_mul_mul_same Y
  have hVt : Vᵀ = V := by
    simpa only [conjTranspose_eq_transpose_of_trivial] using hV.isHermitian.eq
  -- scaled densities are fitted by equally scaled coefficients
  have hw : IsCoulombFit V (C * diagonal w) F (X * diagonal w) := by
    have h' : Fᵀ * V * F * X = Fᵀ * V * C := h
    unfold IsCoulombFit
    rw [← Matrix.mul_assoc, h', Matrix.mul_assoc]
  have hD := hpsd (C * diagonal w - F * (X * diagonal w))
  rw [← fitting_error hVt hw, ← Matrix.mul_assoc] at hD
  have hmain := correlationMagnitude_le (hpsd (F * X * diagonal w)) hD
  exact ⟨hmain.1, hmain.2.1⟩
```

## One density, one auxiliary function

Take \(V=1\), a model metric with two orthonormal expansion functions, and
\[
C=\begin{pmatrix}1\\1\end{pmatrix},\qquad F=\begin{pmatrix}1\\0\end{pmatrix},\qquad X=1 .
\]
Both sides of the normal equations equal 1. The exact integral is 2 and the fitted one is 1; the difference is the self-repulsion of the residual \((0,1)^T\). With \(w=1\),
\[
c(1)=1-\ln2\approx0.307,\qquad c(2)=2-\ln3\approx0.901 .
\]
The intermediate bounds read \(\ln\tfrac32\approx0.405\le\tfrac12\le1\). The theorem below checks that \(V\) is positive semidefinite, that the normal equations hold, and that the two integrals differ.

```lean
/-- One auxiliary function fits a density spread over two orthonormal functions: the normal
equations hold and the fitted integral differs from the exact one. -/
theorem isCoulombFit_witness :
    (1 : Matrix (Fin 2) (Fin 2) ℝ).PosSemidef ∧
      IsCoulombFit (1 : Matrix (Fin 2) (Fin 2) ℝ) !![1; 1] !![1; 0] !![1] ∧
      repulsion (1 : Matrix (Fin 2) (Fin 2) ℝ)
          ((!![1; 0] : Matrix (Fin 2) (Fin 1) ℝ) * (!![1] : Matrix (Fin 1) (Fin 1) ℝ)) ≠
        repulsion (1 : Matrix (Fin 2) (Fin 2) ℝ) !![1; 1] := by
  refine ⟨PosSemidef.one, ?_, fun h => ?_⟩
  · unfold IsCoulombFit
    ext i j
    fin_cases i
    fin_cases j
    simp [Matrix.mul_apply, Fin.sum_univ_succ]
  · have h0 := congrFun (congrFun h 0) 0
    norm_num [repulsion, Matrix.mul_apply, Fin.sum_univ_succ] at h0

end

end FittedRPAIntegrand
```

```lean
#print axioms FittedRPAIntegrand.fitted_correlationMagnitude_le
-- 'FittedRPAIntegrand.fitted_correlationMagnitude_le' depends on axioms: [propext, Classical.choice, Quot.sound]
```
